# Power iteration for a Hermitian matrix: the Rayleigh quotients converge to a strictly dominant eigenvalue if the start vector overlaps its eigenvector

Take a two-level system with the Hermitian matrix diag(2, −1) and the normalised start vector (1, 1)/√2. After k applications of the matrix the vector is (2^k, (−1)^k)/√2, and the mean value of the matrix in this state is

(2·4^k − 1)/(4^k + 1) = 2 − 3/(4^k + 1).

The values are 1/2, 7/5, 31/17 and so on, approaching 2. The level with the larger modulus outgrows the other, and the alternating sign disappears because the mean value contains squared amplitudes.

The general problem concerns a Hermitian operator A on a finite-dimensional complex space, with orthonormal eigenvectors b_i and real eigenvalues l_i (usually written λ_i). From a start vector x one forms A^k x and asks what its mean value tells about the spectrum. For a nonzero vector y, the mean value is the Rayleigh quotient

R(y) = Re⟨y, A y⟩ / ‖y‖².

Dividing by ‖y‖² makes the value independent of the length of y, so in exact arithmetic the iterates need not be normalised. In floating-point arithmetic they can overflow or underflow without normalisation. The inner product is conjugate-linear in its first argument, and `Module.End ℂ E` is the type of linear operators on the space `E`.

```lean
import Mathlib

open Filter Topology

namespace PowerIterationRayleigh

noncomputable section

/-- The Rayleigh quotient `Re ⟨x, A x⟩ / ‖x‖²` of an operator `A` in a nonzero vector `x`. -/
def rayleigh {E : Type*} [NormedAddCommGroup E] [InnerProductSpace ℂ E]
    (A : Module.End ℂ E) (x : E) : ℝ :=
  (inner ℂ x (A x)).re / ‖x‖ ^ 2
```

Parts (a) to (c) need only real numbers: eigenvalues l_i and weights w_i, with i in a finite index set `ι`. Their weighted quotient, `powerQuotient l w k` in Lean, is

Q_k = Σ_i l_i^(2k+1) w_i / Σ_i l_i^(2k) w_i.

```lean
/-- The mean of the eigenvalues `l i` with weights `l i ^ (2k) * w i`, for weights whose sum
is nonzero. -/
def powerQuotient {ι : Type*} [Fintype ι] (l w : ι → ℝ) (k : ℕ) : ℝ :=
  (∑ i, l i ^ (2 * k + 1) * w i) / ∑ i, l i ^ (2 * k) * w i
```

## (a) An error bound, level by level

Let all w_i ≥ 0, and let j be a level with w_j > 0 and l_j ≠ 0. Show that

|Q_k − l_j| ≤ Σ_i |l_i − l_j| (l_i/l_j)^(2k) w_i/w_j.

**Solution.** Call the denominator D_k. Its terms are nonnegative because the powers are even, so

D_k ≥ l_j^(2k) w_j > 0.

Subtracting l_j over the common denominator gives

Q_k − l_j = Σ_i (l_i − l_j) l_i^(2k) w_i / D_k.

The triangle inequality puts the absolute value on each l_i − l_j. Replacing D_k by the smaller number l_j^(2k) w_j can only increase the result, and dividing term by term gives the claim.

In the code, `hD` is the lower bound on D_k and `key` is the subtraction. The three steps of the `calc` block are the triangle inequality, the smaller denominator and the termwise division.

```lean
section Weights

variable {ι : Type*} [Fintype ι]

/-- For nonnegative weights, with a positive weight on a nonzero eigenvalue `l j`, the distance
of the quotient from `l j` is at most a sum of contributions of the single levels, each with
the factor `(l i / l j) ^ (2k)`. -/
theorem powerQuotient_error (l w : ι → ℝ) (hw : ∀ i, 0 ≤ w i) (j : ι)
    (hwj : 0 < w j) (hj : l j ≠ 0) (k : ℕ) :
    |powerQuotient l w k - l j| ≤
      ∑ i, |l i - l j| * (l i / l j) ^ (2 * k) * (w i / w j) := by
  have hp : ∀ i, 0 ≤ l i ^ (2 * k) := fun i => (even_two_mul k).pow_nonneg _
  have hd : 0 < l j ^ (2 * k) * w j := mul_pos ((even_two_mul k).pow_pos hj) hwj
  -- the denominator is at least its `j`-th term
  have hD : l j ^ (2 * k) * w j ≤ ∑ i, l i ^ (2 * k) * w i :=
    Finset.single_le_sum (f := fun i => l i ^ (2 * k) * w i)
      (fun i _ => mul_nonneg (hp i) (hw i)) (Finset.mem_univ j)
  have hDpos := hd.trans_le hD
  have key : powerQuotient l w k - l j =
      (∑ i, (l i - l j) * (l i ^ (2 * k) * w i)) / ∑ i, l i ^ (2 * k) * w i := by
    unfold powerQuotient
    rw [eq_div_iff hDpos.ne', sub_mul, div_mul_cancel₀ _ hDpos.ne', Finset.mul_sum,
      ← Finset.sum_sub_distrib]
    exact Finset.sum_congr rfl fun i _ => by ring
  rw [key, abs_div, abs_of_pos hDpos]
  calc |∑ i, (l i - l j) * (l i ^ (2 * k) * w i)| / ∑ i, l i ^ (2 * k) * w i
      ≤ (∑ i, |l i - l j| * (l i ^ (2 * k) * w i)) / ∑ i, l i ^ (2 * k) * w i := by
        refine (div_le_div_iff_of_pos_right hDpos).mpr
          ((Finset.abs_sum_le_sum_abs _ _).trans
            (le_of_eq (Finset.sum_congr rfl fun i _ => ?_)))
        rw [abs_mul, abs_of_nonneg (mul_nonneg (hp i) (hw i))]
    _ ≤ (∑ i, |l i - l j| * (l i ^ (2 * k) * w i)) / (l j ^ (2 * k) * w j) :=
        div_le_div_of_nonneg_left (Finset.sum_nonneg fun i _ =>
          mul_nonneg (abs_nonneg _) (mul_nonneg (hp i) (hw i))) hd hD
    _ = ∑ i, |l i - l j| * (l i / l j) ^ (2 * k) * (w i / w j) := by
        rw [Finset.sum_div]
        refine Finset.sum_congr rfl fun i _ => ?_
        rw [div_pow, mul_div_assoc, mul_div_mul_comm, ← mul_assoc]
```

## (b) The limit of the weighted quotient

Suppose in addition that |l_i| < |l_j| for every i ≠ j. Show that

D_k > 0 for every k, and Q_k → l_j as k → ∞.

**Solution.** Positivity was found in (a). In the error bound, the term i = j is zero because of the factor |l_j − l_j|. For i ≠ j the number q_i = (l_i/l_j)² is less than 1, so

(l_i/l_j)^(2k) = q_i^k → 0.

A finite sum of terms tending to zero tends to zero, and |Q_k − l_j| lies between 0 and that sum.

The sign of l_j is free. With two or more levels the gap already implies l_j ≠ 0, so `hj` adds something only for a single level. Real expansion coefficients c_i enter as w_i = c_i².

The statement `Tendsto … atTop (𝓝 (l j))` is the limit k → ∞. The step `each` treats one level, `tendsto_finsetSum` adds the levels, and `squeeze_zero` applies the bound from (a).

```lean
/-- If the nonzero eigenvalue `l j` exceeds all others in modulus and has positive weight, the
other weights being nonnegative, then the denominators are positive and the quotient tends
to `l j`. -/
theorem powerQuotient_tendsto (l w : ι → ℝ) (hw : ∀ i, 0 ≤ w i) (j : ι)
    (hwj : 0 < w j) (hj : l j ≠ 0) (hgap : ∀ i, i ≠ j → |l i| < |l j|) :
    (∀ k : ℕ, 0 < ∑ i, l i ^ (2 * k) * w i) ∧
      Tendsto (powerQuotient l w) atTop (𝓝 (l j)) := by
  constructor
  · intro k
    exact (mul_pos ((even_two_mul k).pow_pos hj) hwj).trans_le
      (Finset.single_le_sum (f := fun i => l i ^ (2 * k) * w i)
        (fun i _ => mul_nonneg ((even_two_mul k).pow_nonneg _) (hw i)) (Finset.mem_univ j))
  · -- every level's contribution to the error dies out
    have each : ∀ i, Tendsto
        (fun k : ℕ => |l i - l j| * (l i / l j) ^ (2 * k) * (w i / w j)) atTop (𝓝 0) := by
      intro i
      by_cases h : i = j
      · rw [h]
        simp
      · have hq : (l i / l j) ^ 2 < 1 := by
          rw [div_pow, div_lt_one (by positivity)]
          exact sq_lt_sq.mpr (hgap i h)
        have h1 := tendsto_pow_atTop_nhds_zero_of_lt_one (sq_nonneg (l i / l j)) hq
        have h2 := (h1.const_mul |l i - l j|).mul_const (w i / w j)
        simpa only [← pow_mul, mul_zero, zero_mul] using h2
    have hsum := tendsto_finsetSum Finset.univ (fun i _ => each i)
    rw [tendsto_iff_norm_sub_tendsto_zero]
    refine squeeze_zero (fun k => norm_nonneg _)
      (fun k => powerQuotient_error l w hw j hwj hj k) ?_
    simpa only [Finset.sum_const_zero] using hsum

end Weights
```

## (c) Two levels of equal modulus and opposite sign

For eigenvalues 1 and −1 with equal weights, show that

Q_k = 0 for every k.

**Solution.** With both weights equal to 1, the numerator is 1 + (−1)^(2k+1) = 0 and the denominator is 2. Normalised weights of 1/2 give the same quotient.

The gap condition in (b) must therefore at least exclude a level of positive weight at −l_j. The example says nothing against a repeated eigenvalue l_j. In Lean, `simp` writes out the two-term sums and evaluates the powers.

```lean
/-- For the eigenvalues `1` and `-1` with both weights equal to `1` the quotient is `0` at every
step. -/
theorem powerQuotient_stagnates (k : ℕ) : powerQuotient ![1, -1] ![1, 1] k = 0 := by
  simp [powerQuotient, Fin.sum_univ_two, pow_succ, pow_mul]
```

## (d) Overlaps of the iterates

Return to the operator, with A b_i = l_i b_i. Show that

⟨b_i, A^k x⟩ = l_i^k ⟨b_i, x⟩.

**Solution.** Expand any vector y as Σ_m ⟨b_m, y⟩ b_m. Then

A y = Σ_m l_m ⟨b_m, y⟩ b_m,

and orthonormality leaves ⟨b_i, A y⟩ = l_i ⟨b_i, y⟩. The case k = 0 is trivial, and taking y = A^k x leads from k to k + 1.

Lean receives the orthonormal eigenbasis `b` and the eigenvalue equation `hA` as data; in finite dimension every Hermitian operator has them. The step `step` is the single application, followed by `induction k`.

```lean
variable {ι E : Type*} [Fintype ι] [NormedAddCommGroup E] [InnerProductSpace ℂ E]

/-- For an operator with an orthonormal eigenbasis and real eigenvalues, `k` applications
multiply the overlap with the `i`-th eigenvector by `l i ^ k`. -/
theorem overlap_iterate (b : OrthonormalBasis ι ℂ E) (l : ι → ℝ) {A : Module.End ℂ E}
    (hA : ∀ i, A (b i) = (l i : ℂ) • b i) (x : E) (k : ℕ) (i : ι) :
    inner ℂ (b i) ((A ^ k) x) = (l i : ℂ) ^ k * inner ℂ (b i) x := by
  classical
  have step : ∀ y, inner ℂ (b i) (A y) = (l i : ℂ) * inner ℂ (b i) y := by
    intro y
    conv_lhs => rw [← b.sum_repr' y]
    simp only [map_sum, map_smul, hA, inner_sum, inner_smul_right,
      orthonormal_iff_ite.mp b.orthonormal, mul_ite, mul_one, mul_zero,
      Finset.sum_ite_eq, Finset.mem_univ, if_true]
    ring
  induction k with
  | zero => simp
  | succ k ih =>
    rw [pow_succ', Module.End.mul_apply, step, ih]
    ring
```

## (e) From the Rayleigh quotient to the weighted quotient

Show that, with weights w_i = |⟨b_i, x⟩|²,

R(A^k x) = Q_k.

**Solution.** Inserting the complete set of eigenvectors gives, for any y,

⟨y, A y⟩ = Σ_i ⟨y, b_i⟩⟨b_i, A y⟩ = Σ_i l_i |⟨b_i, y⟩|²,

‖y‖² = Σ_i |⟨b_i, y⟩|².

For y = A^k x, part (d) gives |⟨b_i, y⟩|² = l_i^(2k) w_i. The first sum becomes the numerator of Q_k and the second its denominator.

These are the steps `energy` and `weight`, with Parseval's identity supplied by `b.sum_sq_norm_inner_right`. If A^k x = 0, the equation still holds in Lean, since division by zero returns 0 on both sides.

```lean
/-- For an operator with an orthonormal eigenbasis and real eigenvalues, the Rayleigh quotient
of the `k`-th power iterate is the weighted quotient with the squared overlaps of the start
vector as weights. -/
theorem rayleigh_iterate (b : OrthonormalBasis ι ℂ E) (l : ι → ℝ) {A : Module.End ℂ E}
    (hA : ∀ i, A (b i) = (l i : ℂ) • b i) (x : E) (k : ℕ) :
    rayleigh A ((A ^ k) x) = powerQuotient l (fun i => ‖inner ℂ (b i) x‖ ^ 2) k := by
  have energy : ∀ y, (inner ℂ y (A y)).re = ∑ i, l i * ‖inner ℂ (b i) y‖ ^ 2 := by
    intro y
    rw [← b.sum_inner_mul_inner y (A y), Complex.re_sum]
    refine Finset.sum_congr rfl fun i _ => ?_
    have h := overlap_iterate b l hA y 1 i
    rw [pow_one, pow_one] at h
    rw [h, ← inner_conj_symm y (b i), ← Complex.normSq_eq_norm_sq, Complex.normSq_apply]
    generalize inner ℂ (b i) y = z
    simp only [Complex.mul_re, Complex.mul_im, Complex.conj_re, Complex.conj_im,
      Complex.ofReal_re, Complex.ofReal_im]
    ring
  have weight : ∀ i, ‖inner ℂ (b i) ((A ^ k) x)‖ ^ 2 =
      l i ^ (2 * k) * ‖inner ℂ (b i) x‖ ^ 2 := by
    intro i
    rw [overlap_iterate b l hA, norm_mul, norm_pow, Complex.norm_real, Real.norm_eq_abs,
      mul_pow, ← pow_mul, mul_comm k 2, pow_mul, sq_abs, ← pow_mul]
  unfold rayleigh powerQuotient
  rw [energy, ← b.sum_sq_norm_inner_right ((A ^ k) x)]
  simp only [weight]
  congr 1
  exact Finset.sum_congr rfl fun i _ => by ring
```

## (f) Convergence of power iteration

Let l_j ≠ 0 exceed all other eigenvalues in modulus, and let ⟨b_j, x⟩ ≠ 0. Show that

A^k x ≠ 0 for every k, and R(A^k x) → l_j as k → ∞.

**Solution.** By (d), the overlap of A^k x with b_j is l_j^k ⟨b_j, x⟩, which is nonzero, so the iterate cannot vanish. By (e) its Rayleigh quotient is Q_k, with w_j = |⟨b_j, x⟩|² > 0, and (b) gives the limit.

Physically, the gap says that the dominant level is nondegenerate and has no partner at −l_j. The overlap condition says that the start vector contains some of the wanted state. The Lean proof combines the earlier parts in the same way.

```lean
/-- Let `A` have an orthonormal eigenbasis with real eigenvalues, of which the nonzero `l j`
exceeds all others in modulus. If the start vector overlaps with the `j`-th eigenvector, no
power iterate vanishes and their Rayleigh quotients tend to `l j`. -/
theorem rayleigh_tendsto (b : OrthonormalBasis ι ℂ E) (l : ι → ℝ) {A : Module.End ℂ E}
    (hA : ∀ i, A (b i) = (l i : ℂ) • b i) (j : ι) (hj : l j ≠ 0)
    (hgap : ∀ i, i ≠ j → |l i| < |l j|) (x : E) (hx : inner ℂ (b j) x ≠ 0) :
    (∀ k : ℕ, (A ^ k) x ≠ 0) ∧
      Tendsto (fun k : ℕ => rayleigh A ((A ^ k) x)) atTop (𝓝 (l j)) := by
  constructor
  · intro k h
    have h1 := overlap_iterate b l hA x k j
    rw [h, inner_zero_right] at h1
    exact mul_ne_zero (pow_ne_zero _ (Complex.ofReal_ne_zero.mpr hj)) hx h1.symm
  · simp only [rayleigh_iterate b l hA]
    exact (powerQuotient_tendsto l (fun i => ‖inner ℂ (b i) x‖ ^ 2) (fun i => sq_nonneg _) j
      (pow_pos (norm_pos_iff.mpr hx) 2) hj hgap).2
```

For a Hamiltonian matrix in a finite orthonormal basis, a constant shift can make a nondegenerate ground level the largest in modulus. If the start vector overlaps the ground state, the Rayleigh quotients of the shifted matrix tend to the shifted energy, and undoing the shift gives the ground-state energy. In floating-point arithmetic the products and sums may be rounded, so the computed vectors need not be proportional to A^k x; the theorem does not cover this difference.

## (g) The rate of convergence

Let l_j ≠ 0, ⟨b_j, x⟩ ≠ 0, and |l_i| ≤ r for every i ≠ j. Let θ be the angle between x and b_j, defined by cos θ = |⟨b_j, x⟩|/‖x‖. Show that

|R(A^k x) − l_j| ≤ (|l_j| + r) (r/|l_j|)^(2k) tan²θ.

**Solution.** Use (e) and the bound from (a), whose term i = j is zero. For every other level,

|l_i − l_j| ≤ |l_j| + r and (l_i/l_j)^(2k) ≤ (r/|l_j|)^(2k).

The remaining weights add up to

Σ_{i≠j} w_i/w_j = (‖x‖² − w_j)/w_j = tan²θ.

The bound tends to zero when |r| < |l_j|. In the opening example r = 1 and tan²θ = 1, so it reads 3/4^k, while the actual error is 3/(4^k + 1).

Lean writes tan²θ as the quotient of squared norms. The step `hs` is the sum of the remaining weights, and `h2` and `h3` are the two estimates for a single level.

```lean
/-- Let `A` have an orthonormal eigenbasis with real eigenvalues, `l j` nonzero and all others at
most `r` in modulus. For a start vector overlapping with the `j`-th eigenvector, the distance of the
Rayleigh quotient from `l j` after `k` steps is at most `(|l j| + r) (r / |l j|) ^ (2k)` times the
squared tangent of the angle between the start vector and that eigenvector. -/
theorem rayleigh_rate (b : OrthonormalBasis ι ℂ E) (l : ι → ℝ) {A : Module.End ℂ E}
    (hA : ∀ i, A (b i) = (l i : ℂ) • b i) (j : ι) (hj : l j ≠ 0) (r : ℝ)
    (hr : ∀ i, i ≠ j → |l i| ≤ r) (x : E) (hx : inner ℂ (b j) x ≠ 0) (k : ℕ) :
    |rayleigh A ((A ^ k) x) - l j| ≤ (|l j| + r) * (r / |l j|) ^ (2 * k) *
      ((‖x‖ ^ 2 - ‖inner ℂ (b j) x‖ ^ 2) / ‖inner ℂ (b j) x‖ ^ 2) := by
  classical
  -- the squared norm of the part of the start vector orthogonal to the `j`-th eigenvector
  have hs : ‖x‖ ^ 2 - ‖inner ℂ (b j) x‖ ^ 2 =
      ∑ i ∈ Finset.univ.erase j, ‖inner ℂ (b i) x‖ ^ 2 := by
    have h1 : ‖inner ℂ (b j) x‖ ^ 2 + ∑ i ∈ Finset.univ.erase j, ‖inner ℂ (b i) x‖ ^ 2 =
        ∑ i, ‖inner ℂ (b i) x‖ ^ 2 :=
      Finset.add_sum_erase Finset.univ (fun i => ‖inner ℂ (b i) x‖ ^ 2) (Finset.mem_univ j)
    rw [b.sum_sq_norm_inner_right x] at h1
    linarith
  rw [rayleigh_iterate b l hA]
  refine (powerQuotient_error l (fun i => ‖inner ℂ (b i) x‖ ^ 2) (fun i => sq_nonneg _) j
    (pow_pos (norm_pos_iff.mpr hx) 2) hj k).trans ?_
  refine le_trans (le_of_eq (Finset.sum_erase Finset.univ (a := j) ?_).symm) ?_
  · simp
  rw [hs, Finset.sum_div, Finset.mul_sum]
  refine Finset.sum_le_sum fun i hi => ?_
  have h1 := hr i (Finset.ne_of_mem_erase hi)
  have h2 : |l i - l j| ≤ |l j| + r := by
    rw [abs_le]
    constructor <;> linarith [neg_abs_le (l i), le_abs_self (l i), neg_abs_le (l j),
      le_abs_self (l j)]
  have h3 : (l i / l j) ^ (2 * k) ≤ (r / |l j|) ^ (2 * k) := by
    rw [← (even_two_mul k).pow_abs (l i / l j), abs_div]
    gcongr
  have h4 : 0 ≤ |l j| + r := (abs_nonneg _).trans h2
  exact mul_le_mul (mul_le_mul h2 h3 ((even_two_mul k).pow_nonneg _) h4) le_rfl
    (by positivity) (mul_nonneg h4 ((even_two_mul k).pow_nonneg _))
```

## (h) The conditions in the opening example

For A = diag(2, −1), the standard basis b_0, b_1 and x = (1, 1), verify that

A b_0 = 2 b_0, A b_1 = −b_1, |−1| < |2|, ⟨b_0, x⟩ ≠ 0.

**Solution.** The matrix is diagonal, so the standard basis vectors are eigenvectors with the diagonal entries as eigenvalues. The moduli are 1 and 2. The overlap is 1, or 1/√2 after normalising x.

Since 2 ≠ 0, part (f) applies with j = 0. In the code, `Matrix.toEuclideanLin` turns the matrix into an operator, and `fin_cases` splits the eigenvalue equations into components, which `simp` checks.

```lean
/-- The diagonal two-level operator with entries `2` and `-1`, the standard basis and the start
vector `(1, 1)` satisfy the eigenvalue, gap and overlap conditions. -/
theorem rayleigh_tendsto_witness :
    (∀ i, Matrix.toEuclideanLin !![(2 : ℂ), 0; 0, -1] (EuclideanSpace.basisFun (Fin 2) ℂ i) =
      (((![2, -1] : Fin 2 → ℝ) i : ℝ) : ℂ) • EuclideanSpace.basisFun (Fin 2) ℂ i) ∧
    (∀ i, i ≠ 0 → |(![2, -1] : Fin 2 → ℝ) i| < |(![2, -1] : Fin 2 → ℝ) 0|) ∧
    inner ℂ (EuclideanSpace.basisFun (Fin 2) ℂ 0) !₂[(1 : ℂ), 1] ≠ 0 := by
  refine ⟨fun i => ?_, fun i hi => ?_, ?_⟩
  · ext m
    change Matrix.mulVec !![(2 : ℂ), 0; 0, -1]
      (EuclideanSpace.basisFun (Fin 2) ℂ i).ofLp m =
      (((![2, -1] : Fin 2 → ℝ) i : ℝ) : ℂ) * (EuclideanSpace.basisFun (Fin 2) ℂ i).ofLp m
    fin_cases i <;> fin_cases m <;>
      simp [Matrix.mulVec, dotProduct, EuclideanSpace.basisFun_apply]
  · fin_cases i
    · exact absurd rfl hi
    · norm_num
  · simp [EuclideanSpace.basisFun_apply, EuclideanSpace.inner_single_left]

end

end PowerIterationRayleigh
```

```lean
#print axioms PowerIterationRayleigh.powerQuotient_stagnates
#print axioms PowerIterationRayleigh.rayleigh_iterate
#print axioms PowerIterationRayleigh.rayleigh_tendsto
#print axioms PowerIterationRayleigh.rayleigh_rate
```

```
'PowerIterationRayleigh.powerQuotient_stagnates' depends on axioms: [propext, Classical.choice, Quot.sound]
'PowerIterationRayleigh.rayleigh_iterate' depends on axioms: [propext, Classical.choice, Quot.sound]
'PowerIterationRayleigh.rayleigh_tendsto' depends on axioms: [propext, Classical.choice, Quot.sound]
'PowerIterationRayleigh.rayleigh_rate' depends on axioms: [propext, Classical.choice, Quot.sound]
```
